# PAW decomposition of one-particle expectation values on a finite grid, under locality and completeness conditions

Near a nucleus, the smooth wavefunction of a projector augmented-wave (PAW) calculation has the wrong shape; in the smallest case, two grid points of which only the first is near the nucleus, correcting it turns the smooth values $u=(1,1)$ into $w=(2,1)$. If an operator $A$ has no matrix element between the two points, then $\langle w|A|w\rangle=4A_{00}+A_{11}$, which is the smooth value $\langle u|A|u\rangle=A_{00}+A_{11}$ plus a correction $3A_{00}$ from the point near the nucleus alone.

```lean
import Mathlib

open Matrix

namespace PAWEnergy

noncomputable section

variable {n ι κ : Type*} [Fintype n] [Fintype ι] [Fintype κ]

/-- The matrix element `⟨f|A|g⟩` of an operator on the grid. -/
def braket (A : Matrix n n ℂ) (f g : n → ℂ) : ℂ := star f ⬝ᵥ (A *ᵥ g)

/-- The partial-wave expansion `∑ i, c i φ i`. -/
def expand (c : ι → ℂ) (φ : ι → n → ℂ) : n → ℂ := ∑ i, c i • φ i

/-- The reconstructed wavefunction `u + ∑ i, c i (a i - b i)`, with all-electron partial
waves `a` and smooth partial waves `b`. -/
def reconstruct (a b : ι → n → ℂ) (c : ι → ℂ) (u : n → ℂ) : n → ℂ :=
  u + expand c (fun i => a i - b i)

/-- The on-site correction `⟨a i|A|a j⟩ - ⟨b i|A|b j⟩`. -/
def onsite (A : Matrix n n ℂ) (a b : ι → n → ℂ) (i j : ι) : ℂ :=
  braket A (a i) (a j) - braket A (b i) (b j)

/-- The operator `A` has no matrix elements, in either direction, between points of `S`
and points outside `B`. -/
def NoCoupling (A : Matrix n n ℂ) (S B : Set n) : Prop :=
  ∀ x ∈ S, ∀ y ∉ B, A x y = 0 ∧ A y x = 0

/-- The expectation value of `A` in a partial-wave expansion is a double sum over
partial waves. -/
theorem braket_expand (A : Matrix n n ℂ) (c : ι → ℂ) (φ : ι → n → ℂ) :
    braket A (expand c φ) (expand c φ) =
      ∑ i, ∑ j, star (c i) * c j * braket A (φ i) (φ j) := by
  have h : A *ᵥ (∑ j, c j • φ j) = ∑ j, c j • (A *ᵥ φ j) := by
    rw [← Matrix.mulVecLin_apply, map_sum]
    simp
  unfold braket expand
  rw [h, star_sum, sum_dotProduct]
  refine Finset.sum_congr rfl fun i _ => ?_
  rw [dotProduct_sum]
  refine Finset.sum_congr rfl fun j _ => ?_
  rw [star_smul, smul_dotProduct, dotProduct_smul, smul_eq_mul, smul_eq_mul]
  ring

/-- For any operator and any partial waves, the PAW decomposition holds up to two cross terms
between the remainder `u - ∑ i, c i b i` and the correction `∑ i, c i (a i - b i)`. -/
theorem energy_with_cross_terms (A : Matrix n n ℂ) (a b : ι → n → ℂ) (c : ι → ℂ)
    (u : n → ℂ) :
    braket A (reconstruct a b c u) (reconstruct a b c u) =
      braket A u u + ∑ i, ∑ j, star (c i) * c j * onsite A a b i j +
      (braket A (u - expand c b) (expand c (fun i => a i - b i)) +
        braket A (expand c (fun i => a i - b i)) (u - expand c b)) := by
  have hd : expand c (fun i => a i - b i) = expand c a - expand c b := by
    simp only [expand, smul_sub, Finset.sum_sub_distrib]
  -- the on-site double sum is a difference of two expectation values
  have hs : ∑ i, ∑ j, star (c i) * c j * onsite A a b i j =
      braket A (expand c a) (expand c a) - braket A (expand c b) (expand c b) := by
    rw [braket_expand A c a, braket_expand A c b]
    simp only [onsite, mul_sub, Finset.sum_sub_distrib]
  rw [hs]
  unfold reconstruct
  rw [hd]
  simp only [braket, star_add, star_sub, add_dotProduct, sub_dotProduct,
    Matrix.mulVec_add, Matrix.mulVec_sub, dotProduct_add, dotProduct_sub]
  ring

/-- A matrix element `⟨f|A|g⟩` vanishes if `A` connects no point where `f` is nonzero
to a point where `g` is nonzero. -/
theorem braket_eq_zero (A : Matrix n n ℂ) (f g : n → ℂ)
    (h : ∀ x y, f x = 0 ∨ g y = 0 ∨ A x y = 0) : braket A f g = 0 := by
  simp only [braket, dotProduct, Matrix.mulVec, Pi.star_apply]
  refine Finset.sum_eq_zero fun x _ => ?_
  rw [Finset.mul_sum]
  refine Finset.sum_eq_zero fun y _ => ?_
  rcases h x y with h | h | h <;> simp [h]

/-- **PAW energy decomposition.** Let the partial waves `a i` and `b i` agree outside `S`, let
`u = ∑ i, c i b i` on `B`, and let `A` not couple `S` to the complement of `B`. Then the
expectation value in the reconstructed wavefunction is the smooth one plus on-site corrections. -/
theorem paw_energy (A : Matrix n n ℂ) (S B : Set n) (a b : ι → n → ℂ) (c : ι → ℂ)
    (u : n → ℂ) (hA : NoCoupling A S B) (hab : ∀ x ∉ S, ∀ i, a i x = b i x)
    (hu : ∀ x ∈ B, u x = expand c b x) :
    braket A (reconstruct a b c u) (reconstruct a b c u) =
      braket A u u + ∑ i, ∑ j, star (c i) * c j * onsite A a b i j := by
  -- the correction lives in `S`, the remainder outside `B`
  have hd : ∀ x ∉ S, expand c (fun i => a i - b i) x = 0 := by
    intro x hx
    simp [expand, Finset.sum_apply, hab x hx]
  have hr : ∀ y ∈ B, (u - expand c b) y = 0 := by
    intro y hy
    rw [Pi.sub_apply, hu y hy, sub_self]
  rw [energy_with_cross_terms, braket_eq_zero A (u - expand c b),
    braket_eq_zero A (expand c (fun i => a i - b i)), add_zero, add_zero]
  · intro x y
    by_cases hx : x ∈ S
    · by_cases hy : y ∈ B
      · exact Or.inr (Or.inl (hr y hy))
      · exact Or.inr (Or.inr (hA x hx y hy).1)
    · exact Or.inl (hd x hx)
  · intro y x
    by_cases hx : x ∈ S
    · by_cases hy : y ∈ B
      · exact Or.inl (hr y hy)
      · exact Or.inr (Or.inr (hA x hx y hy).2)
    · exact Or.inr (Or.inl (hd x hx))

/-- The finite-difference kinetic energy on an open chain of `N` points, with hopping `t`. -/
def kinetic (N : ℕ) (t : ℂ) : Matrix (Fin N) (Fin N) ℂ := fun x y =>
  if x.val = y.val then 2 * t
  else if x.val + 1 = y.val ∨ y.val + 1 = x.val then -t else 0

/-- The finite-difference kinetic energy does not couple `S` to the complement of `B`
if `B` contains every point of `S` together with its neighbours. -/
theorem kinetic_noCoupling (N : ℕ) (t : ℂ) (S B : Set (Fin N))
    (h : ∀ x ∈ S, ∀ y : Fin N, x.val ≤ y.val + 1 → y.val ≤ x.val + 1 → y ∈ B) :
    NoCoupling (kinetic N t) S B := by
  intro x hx y hy
  have hfar : ¬ (x.val ≤ y.val + 1 ∧ y.val ≤ x.val + 1) := fun q => hy (h x hx y q.1 q.2)
  unfold kinetic
  constructor
  · rw [if_neg (by omega), if_neg (by omega)]
  · rw [if_neg (by omega), if_neg (by omega)]

/-- **PAW overlap.** If the partial waves agree outside `B` and `u = ∑ i, c i b i` on `B`, the
squared norm of the reconstructed wavefunction is that of `u` plus on-site overlap corrections. -/
theorem paw_overlap [DecidableEq n] (B : Set n) (a b : ι → n → ℂ) (c : ι → ℂ) (u : n → ℂ)
    (hab : ∀ x ∉ B, ∀ i, a i x = b i x) (hu : ∀ x ∈ B, u x = expand c b x) :
    star (reconstruct a b c u) ⬝ᵥ reconstruct a b c u =
      star u ⬝ᵥ u +
        ∑ i, ∑ j, star (c i) * c j * (star (a i) ⬝ᵥ a j - star (b i) ⬝ᵥ b j) := by
  have h1 : NoCoupling (1 : Matrix n n ℂ) B B := by
    intro x hx y hy
    have hxy : x ≠ y := fun e => hy (e ▸ hx)
    exact ⟨Matrix.one_apply_ne hxy, Matrix.one_apply_ne hxy.symm⟩
  have h := paw_energy 1 B B a b c u h1 hab hu
  simpa only [braket, onsite, Matrix.one_mulVec] using h

/-- The projector coefficients `⟨p i|u⟩`. -/
def coeff (p : ι → n → ℂ) (u : n → ℂ) (i : ι) : ℂ := star (p i) ⬝ᵥ u

/-- The on-site density matrix `∑ k, f k ⟨p i|u k⟩* ⟨p j|u k⟩` for occupations `f`. -/
def densityMatrix (f : κ → ℝ) (p : ι → n → ℂ) (u : κ → n → ℂ) (i j : ι) : ℂ :=
  ∑ k, (f k : ℂ) * (star (coeff p (u k) i) * coeff p (u k) j)

/-- Under the locality conditions of the PAW decomposition, and if every `u k` equals its projector
expansion on `B`, the occupation-weighted sum of `⟨w|A|w⟩` over the reconstructed wavefunctions `w`
is the same sum over the smooth wavefunctions `u k` plus on-site corrections weighted by the on-site
density matrix. -/
theorem paw_one_particle_energy (A : Matrix n n ℂ) (S B : Set n) (a b p : ι → n → ℂ)
    (f : κ → ℝ) (u : κ → n → ℂ) (hA : NoCoupling A S B)
    (hab : ∀ x ∉ S, ∀ i, a i x = b i x)
    (hu : ∀ k, ∀ x ∈ B, u k x = expand (coeff p (u k)) b x) :
    ∑ k, (f k : ℂ) * braket A (reconstruct a b (coeff p (u k)) (u k))
        (reconstruct a b (coeff p (u k)) (u k)) =
      ∑ k, (f k : ℂ) * braket A (u k) (u k) +
        ∑ i, ∑ j, densityMatrix f p u i j * onsite A a b i j := by
  simp only [fun k => paw_energy A S B a b (coeff p (u k)) (u k) hA hab (hu k),
    mul_add, Finset.sum_add_distrib]
  congr 1
  -- move the sum over states inside the sums over partial waves
  simp only [densityMatrix, Finset.sum_mul, Finset.mul_sum]
  rw [Finset.sum_comm]
  refine Finset.sum_congr rfl fun i _ => ?_
  rw [Finset.sum_comm]
  refine Finset.sum_congr rfl fun j _ => Finset.sum_congr rfl fun k _ => ?_
  ring

/-- On two grid points with `B = {0}`, an operator coupling the points violates the
decomposition, although the partial waves agree outside `B` and `u` equals its expansion on `B`. -/
theorem coupling_breaks_decomposition :
    let A : Matrix (Fin 2) (Fin 2) ℂ := !![0, 1; 1, 0]
    let a : Fin 1 → Fin 2 → ℂ := fun _ => ![2, 0]
    let b : Fin 1 → Fin 2 → ℂ := fun _ => ![1, 0]
    let c : Fin 1 → ℂ := fun _ => 1
    let u : Fin 2 → ℂ := ![1, 1]
    (∀ x ∉ ({0} : Set (Fin 2)), ∀ i, a i x = b i x) ∧
    (∀ x ∈ ({0} : Set (Fin 2)), u x = expand c b x) ∧
    braket A (reconstruct a b c u) (reconstruct a b c u) ≠
      braket A u u + ∑ i, ∑ j, star (c i) * c j * onsite A a b i j := by
  intro A a b c u
  refine ⟨?_, ?_, ?_⟩
  · intro x hx i
    fin_cases x
    · exact absurd rfl hx
    · rfl
  · intro x hx
    rw [Set.mem_singleton_iff] at hx
    subst hx
    simp [u, b, c, expand]
  · -- the left side is 4, the right side is 2
    norm_num [A, a, b, c, u, braket, reconstruct, expand, onsite, dotProduct,
      Matrix.mulVec, Fin.sum_univ_two]

end

end PAWEnergy
```

```lean
#print axioms PAWEnergy.kinetic_noCoupling
-- 'PAWEnergy.kinetic_noCoupling' depends on axioms: [propext, Classical.choice, Quot.sound]
#print axioms PAWEnergy.paw_overlap
-- 'PAWEnergy.paw_overlap' depends on axioms: [propext, Classical.choice, Quot.sound]
#print axioms PAWEnergy.paw_one_particle_energy
-- 'PAWEnergy.paw_one_particle_energy' depends on axioms: [propext, Classical.choice, Quot.sound]
#print axioms PAWEnergy.coupling_breaks_decomposition
-- 'PAWEnergy.coupling_breaks_decomposition' depends on axioms: [propext, Classical.choice, Quot.sound]
```

## The smooth value plus on-site corrections

In general the correction is built from pairs of partial waves: all-electron ones $a_i$, with the true shape near the nucleus, and smooth ones $b_i$. With coefficients $c_i$, the reconstructed wavefunction is
$$w=u+\sum_i c_i(a_i-b_i).$$
The theorem `paw_energy` states that
$$\langle w|A|w\rangle=\langle u|A|u\rangle+\sum_{ij}c_i^*c_j\bigl(\langle a_i|A|a_j\rangle-\langle b_i|A|b_j\rangle\bigr)$$
under three conditions on two sets of grid points, $S$ and $B$:

- `hab`: $a_i=b_i$ at every point outside $S$.
- `hu`: $u=\sum_i c_ib_i$ at every point of $B$.
- `hA`: $A$ has no matrix element, in either direction, between a point of $S$ and a point outside $B$.

In the two-point case $S=B=\{0\}$, with a single pair $a=(2,0)$, $b=(1,0)$ and $c=1$.

## What the objects stand for

A wavefunction is a function `n → ℂ` on a finite set `n` of grid points, and an operator is a complex matrix, not necessarily Hermitian. `braket A f g` is $\sum_{xy}f(x)^*A_{xy}g(y)$; the conjugation comes from `star`, since `⬝ᵥ` does not conjugate. There is no volume element. On a uniform grid it would multiply both sides of the decomposition equally for given coefficients; in the projector coefficients used further below it can be absorbed in the projectors. Textbooks usually write $\phi_i$, $\tilde\phi_i$, $\tilde p_i$ and $\tilde\psi$ for what is here `a i`, `b i`, `p i` and `u`. "Smooth" and "all-electron" are roles only: no smoothness is assumed.

The elements in `onsite` are sums over the whole grid. In their difference, pairs of points that both lie outside $S$ cancel, because the partial waves agree there.

Condition `hu` says that the smooth partial waves are complete enough to represent $u$ on $B$. It is assumed and not derived; with the few partial waves per atom of an actual calculation it holds approximately at best. The sum runs over the partial waves of all atoms. For several atoms it reduces to the usual expansion around each one if the parts of $B$ belonging to different atoms do not overlap and each partial wave is set to zero outside the part of its own atom.

Condition `hA` limits the range of the operator. A local potential is diagonal and satisfies it with $S=B$. The finite-difference kinetic energy `kinetic` on an open chain has $2t$ on the diagonal and $-t$ between neighbours. Physically $t=\hbar^2/(2mh^2)$ for particle mass $m$ and grid spacing $h$, although the definition accepts any complex $t$. This operator reaches one point further, so `kinetic_noCoupling` asks that $B$ contain each point of $S$ and its neighbours. With such a $B$, condition `hu` asks the smooth expansion to hold at the neighbours of $S$ as well as on $S$ itself.

The result bears on electronic-structure calculations through the one-particle part of the PAW total energy, such as the kinetic energy; Hartree and exchange-correlation energies are not expectation values of a fixed one-particle operator and need separate treatment. The setting is also simpler than practice: here all terms live on one common grid and the on-site sum runs over all pairs of partial waves, whereas a PAW code typically evaluates the smooth term with plane waves or on a regular grid and the on-site terms atom by atom on radial grids.

## Two cross terms, and why they vanish

Write $\alpha=\sum_ic_ia_i$ and $\beta=\sum_ic_ib_i$. The correction is $d=\alpha-\beta$ and the remainder is $r=u-\beta$, so that $u=\beta+r$ and $w=\alpha+r$. Expanding both expectation values gives
$$\langle w|A|w\rangle=\langle\alpha|A|\alpha\rangle+\langle\alpha|A|r\rangle+\langle r|A|\alpha\rangle+\langle r|A|r\rangle,$$
$$\langle u|A|u\rangle=\langle\beta|A|\beta\rangle+\langle\beta|A|r\rangle+\langle r|A|\beta\rangle+\langle r|A|r\rangle.$$
Subtraction removes $\langle r|A|r\rangle$ and leaves
$$\langle w|A|w\rangle-\langle u|A|u\rangle=\langle\alpha|A|\alpha\rangle-\langle\beta|A|\beta\rangle+\langle r|A|d\rangle+\langle d|A|r\rangle.$$

Since the matrix element is antilinear on the left and linear on the right,
$$\langle\alpha|A|\alpha\rangle=\sum_{ij}c_i^*c_j\langle a_i|A|a_j\rangle,$$
and likewise for $\beta$ with the $b_i$. The difference of the two is the on-site sum.

None of this has used the three conditions. It is the theorem `energy_with_cross_terms`, which therefore also gives the exact difference between $\langle w|A|w\rangle$ and the PAW expression when the partial waves represent $u$ incompletely: the two cross terms.

Now the conditions enter. By `hab`, $d$ vanishes outside $S$; by `hu`, $r$ vanishes on $B$. Hence
$$\langle d|A|r\rangle=\sum_{x\in S}\sum_{y\notin B}d(x)^*A_{xy}r(y)=0,\qquad
\langle r|A|d\rangle=\sum_{y\notin B}\sum_{x\in S}r(y)^*A_{yx}d(x)=0,$$
because `hA` makes both $A_{xy}$ and $A_{yx}$ zero for these points.

The Lean proof has the same structure. `braket_expand` moves $A$ through the sum over partial waves and takes the coefficients out. In `energy_with_cross_terms`, `hs` rewrites the on-site sum as a difference of two expectation values; `simp only` then multiplies out all products, and `ring` does the cancellation. `braket_eq_zero` shows that a matrix element is zero when each term of its double sum has a zero factor. In `paw_energy`, `hd` and `hr` locate the correction and the remainder, and the `by_cases` steps ask whether $x\in S$ and $y\in B$. In each case the correction, the remainder or the matrix element of $A$ is zero. For `kinetic_noCoupling`, a point outside $B$ is neither equal to nor a neighbour of a point in $S$, so both entries are zero; `omega` settles the index arithmetic.

## Norms and occupied states

The unit operator couples no point to a different one, so it satisfies the locality condition with $S=B$. Inserting it in `paw_energy` gives `paw_overlap`:
$$\langle w|w\rangle=\langle u|u\rangle+\sum_{ij}c_i^*c_j\bigl(\langle a_i|a_j\rangle-\langle b_i|b_j\rangle\bigr).$$
This norm is needed because `braket` does not normalise: the expectation value per normalised state is $\langle w|A|w\rangle/\langle w|w\rangle$ for $w\neq0$. In the two-point case $\langle w|w\rangle=5$, and the normalised value is $(4A_{00}+A_{11})/5$.

For several states $u_k$ with real occupations $f_k$, the coefficients are taken from projector functions $p_i$ as $\langle p_i|u_k\rangle$. Let $w_k$ be the reconstruction of $u_k$. Applying the decomposition to each state, multiplying by $f_k$ and summing gives
$$\sum_kf_k\langle w_k|A|w_k\rangle=\sum_kf_k\langle u_k|A|u_k\rangle+\sum_{ij}\rho_{ij}\bigl(\langle a_i|A|a_j\rangle-\langle b_i|A|b_j\rangle\bigr),$$
$$\rho_{ij}=\sum_kf_k\langle p_i|u_k\rangle^*\langle p_j|u_k\rangle.$$
The left side is the one-particle energy if $A$ is the one-particle Hamiltonian and the $w_k$ are orthonormal; the identity itself needs neither. The on-site elements do not depend on $k$, so the sum over states can be carried out first; it produces the on-site density matrix $\rho_{ij}$. In `paw_one_particle_energy` this exchange of sums is done by `Finset.sum_comm`. The theorem does not assume that the projectors are dual to the smooth partial waves. It asks directly that each $u_k$ equal its projector expansion on $B$.

## Two coupled points

Let the operator of the two-point case now have elements between the points. Then
$$\langle w|A|w\rangle=4A_{00}+A_{11}+2(A_{01}+A_{10}),$$
while the smooth value plus the on-site correction is $4A_{00}+A_{11}+A_{01}+A_{10}$. The PAW expression misses $A_{01}+A_{10}$, which is the sum of the two cross terms for $r=(0,1)$ and $d=(1,0)$.

The theorem `coupling_breaks_decomposition` takes $A_{01}=A_{10}=1$ and zero diagonal. The two sides are then 4 and 2, or $4/5$ and $2/5$ after division by $\langle w|w\rangle=5$. Agreement of the partial waves outside $B$ and the expansion of $u$ on $B$ are thus not sufficient by themselves, even for a Hermitian operator. Given these two conditions, the absence of coupling is sufficient but not necessary: with $A_{01}=-A_{10}$ the missing terms cancel for this particular $u$.
